# A symmetric stiffness matrix is Born stable exactly when all its leading principal minors are positive

A homogeneous strain is a vector $e$ with $n$ real components, and a real symmetric $n\times n$ stiffness matrix $C$ assigns to it the stress $Ce$ and the elastic energy density $E_C(e)=\tfrac12\,e\cdot Ce$. The crystal is Born stable if $E_C(e)>0$ for every $e\neq0$, and the leading principal minors of $C$ are the determinants of its upper left blocks of sizes $1,\dots,n$.

```lean
import Mathlib

open Matrix

namespace BornSylvester

noncomputable section

/-- Elastic energy density `½ e · C e` of the strain vector `e` for the stiffness matrix `C`. -/
def strainEnergy {n : ℕ} (C : Matrix (Fin n) (Fin n) ℝ) (e : Fin n → ℝ) : ℝ :=
  1 / 2 * (e ⬝ᵥ C *ᵥ e)

/-- Born stability: every nonzero strain costs a strictly positive elastic energy. -/
def BornStable {n : ℕ} (C : Matrix (Fin n) (Fin n) ℝ) : Prop :=
  ∀ e : Fin n → ℝ, e ≠ 0 → 0 < strainEnergy C e

/-- The leading principal minor of size `k + 1`, for `k = 0, …, n - 1`. -/
def leadingMinor {n : ℕ} (C : Matrix (Fin n) (Fin n) ℝ) (k : Fin n) : ℝ :=
  (C.submatrix (Fin.castLE (Nat.succ_le_of_lt k.isLt))
    (Fin.castLE (Nat.succ_le_of_lt k.isLt))).det

/-- The stiffness matrix that remains when the last strain component is clamped to zero. -/
def clamped {n : ℕ} (C : Matrix (Fin (n + 1)) (Fin (n + 1)) ℝ) : Matrix (Fin n) (Fin n) ℝ :=
  C.submatrix Fin.castSucc Fin.castSucc

/-- A strain whose last component vanishes has the energy given by the clamped stiffness. -/
theorem clamped_energy {n : ℕ} (C : Matrix (Fin (n + 1)) (Fin (n + 1)) ℝ)
    {w : Fin (n + 1) → ℝ} (hw : w (Fin.last n) = 0) :
    strainEnergy C w = strainEnergy (clamped C) (fun i => w i.castSucc) := by
  simp [strainEnergy, clamped, Matrix.mulVec, dotProduct, Fin.sum_univ_castSucc, hw]

/-- If the clamped stiffness is invertible, there is a strain with unit last component whose
stress vanishes in all components but the last. -/
theorem exists_relaxed {n : ℕ} (C : Matrix (Fin (n + 1)) (Fin (n + 1)) ℝ)
    (h : (clamped C).det ≠ 0) :
    ∃ (v : Fin (n + 1) → ℝ) (s : ℝ),
      v (Fin.last n) = 1 ∧ C *ᵥ v = Pi.single (Fin.last n) s := by
  -- solve for the other strain components so that their stresses vanish
  obtain ⟨y, hy⟩ : ∃ y, clamped C *ᵥ y = fun i => -C i.castSucc (Fin.last n) :=
    ⟨(clamped C)⁻¹ *ᵥ (fun i => -C i.castSucc (Fin.last n)), by
      rw [Matrix.mulVec_mulVec, Matrix.mul_nonsing_inv _ (isUnit_iff_ne_zero.mpr h),
        Matrix.one_mulVec]⟩
  refine ⟨Fin.snoc (α := fun _ => ℝ) y 1,
    (C *ᵥ (Fin.snoc (α := fun _ => ℝ) y 1)) (Fin.last n), by simp, ?_⟩
  funext i
  induction i using Fin.lastCases with
  | last => rw [Pi.single_eq_same]
  | cast j =>
    have hj := congrFun hy j
    simp only [Matrix.mulVec, dotProduct, clamped, Matrix.submatrix_apply] at hj
    rw [Pi.single_eq_of_ne (Fin.castSucc_lt_last j).ne]
    simp only [Matrix.mulVec, dotProduct, Fin.sum_univ_castSucc, Fin.snoc_castSucc,
      Fin.snoc_last]
    linarith

/-- If a strain with unit last component produces only the last stress component, of value `s`,
then the determinant of the stiffness is `s` times that of the clamped stiffness. -/
theorem det_eq_relaxed_mul {n : ℕ} (C : Matrix (Fin (n + 1)) (Fin (n + 1)) ℝ)
    {v : Fin (n + 1) → ℝ} {s : ℝ} (hv : v (Fin.last n) = 1)
    (hCv : C *ᵥ v = Pi.single (Fin.last n) s) :
    C.det = s * (clamped C).det := by
  have h : C.adjugate *ᵥ (C *ᵥ v) = C.det • v := by
    rw [Matrix.mulVec_mulVec, Matrix.adjugate_mul, Matrix.smul_mulVec, Matrix.one_mulVec]
  rw [hCv] at h
  -- compare the last components
  have h' := congrFun h (Fin.last n)
  simp only [Matrix.mulVec, dotProduct_single, Pi.smul_apply, smul_eq_mul, hv, mul_one] at h'
  have ha : C.adjugate (Fin.last n) (Fin.last n) = (clamped C).det := by
    rw [Matrix.adjugate_fin_succ_eq_det_submatrix, Fin.succAbove_last, Fin.val_last,
      Even.neg_one_pow ⟨n, rfl⟩, one_mul]
    rfl
  linear_combination -h' + s * ha

/-- For a symmetric stiffness, let `v` have unit last component and only the last stress
component, `s`. The energy of `w + t v`, with `w` clamped, is the clamped energy of `w` plus
`s t² / 2`. -/
theorem energy_split {n : ℕ} (C : Matrix (Fin (n + 1)) (Fin (n + 1)) ℝ) (hC : C.IsSymm)
    {v w : Fin (n + 1) → ℝ} {s : ℝ} (hv : v (Fin.last n) = 1)
    (hCv : C *ᵥ v = Pi.single (Fin.last n) s) (hw : w (Fin.last n) = 0) (t : ℝ) :
    strainEnergy C (w + t • v) =
      strainEnergy (clamped C) (fun i => w i.castSucc) + s * t ^ 2 / 2 := by
  -- the cross terms vanish, because `w` does no work against the stress of `v`
  have h1 : w ⬝ᵥ C *ᵥ v = 0 := by rw [hCv, dotProduct_single, hw, zero_mul]
  have h2 : v ⬝ᵥ C *ᵥ w = 0 := by
    rw [Matrix.dotProduct_mulVec, ← Matrix.mulVec_transpose, hC.eq, dotProduct_comm, h1]
  have h3 : v ⬝ᵥ C *ᵥ v = s := by rw [hCv, dotProduct_single, hv, one_mul]
  rw [← clamped_energy C hw]
  simp only [strainEnergy, Matrix.mulVec_add, Matrix.mulVec_smul, dotProduct_add,
    add_dotProduct, dotProduct_smul, smul_dotProduct, smul_eq_mul, h1, h2, h3]
  ring

/-- In a Born stable crystal no strain has negative energy. -/
theorem BornStable.energy_nonneg {n : ℕ} {C : Matrix (Fin n) (Fin n) ℝ} (h : BornStable C)
    (e : Fin n → ℝ) : 0 ≤ strainEnergy C e := by
  by_cases he : e = 0
  · simp [he, strainEnergy]
  · exact (h e he).le

/-- A Born stable symmetric stiffness matrix has positive determinant. -/
theorem BornStable.det_pos {n : ℕ} {C : Matrix (Fin n) (Fin n) ℝ} (h : BornStable C)
    (hC : C.IsSymm) : 0 < C.det := by
  induction n with
  | zero => simp
  | succ n ih =>
    -- clamping a strain component keeps the crystal stable
    have hB : BornStable (clamped C) := by
      intro e he
      have hE := h (Fin.snoc (α := fun _ => ℝ) e 0) (by
        intro h0
        apply he
        funext i
        have hi := congrFun h0 i.castSucc
        simpa using hi)
      have key := clamped_energy C (w := Fin.snoc (α := fun _ => ℝ) e 0) (by simp)
      rw [key] at hE
      simpa only [Fin.snoc_castSucc] using hE
    have hA := ih hB (hC.submatrix _)
    obtain ⟨v, s, hv, hCv⟩ := exists_relaxed C hA.ne'
    have hE := h v (by rintro rfl; simp at hv)
    rw [strainEnergy, hCv, dotProduct_single, hv, one_mul] at hE
    rw [det_eq_relaxed_mul C hv hCv]
    exact mul_pos (by linarith) hA

/-- Sylvester's criterion as Born condition: a symmetric stiffness matrix gives positive energy
for every nonzero strain if and only if all its leading principal minors are positive. -/
theorem bornStable_iff_leadingMinors_pos {n : ℕ} (C : Matrix (Fin n) (Fin n) ℝ)
    (hC : C.IsSymm) : BornStable C ↔ ∀ k : Fin n, 0 < leadingMinor C k := by
  induction n with
  | zero => exact ⟨fun _ k => k.elim0, fun _ e he => (he (Subsingleton.elim e 0)).elim⟩
  | succ n ih =>
    have hS : (clamped C).IsSymm := hC.submatrix _
    have hlast : leadingMinor C (Fin.last n) = C.det := rfl
    have hcast : ∀ k : Fin n, leadingMinor C k.castSucc = leadingMinor (clamped C) k :=
      fun _ => rfl
    constructor
    · intro h k
      induction k using Fin.lastCases with
      | last => rw [hlast]; exact h.det_pos hC
      | cast j =>
        rw [hcast]
        refine (ih (clamped C) hS).mp ?_ j
        intro e he
        have hE := h (Fin.snoc (α := fun _ => ℝ) e 0) (by
          intro h0
          apply he
          funext i
          have hi := congrFun h0 i.castSucc
          simpa using hi)
        have key := clamped_energy C (w := Fin.snoc (α := fun _ => ℝ) e 0) (by simp)
        rw [key] at hE
        simpa only [Fin.snoc_castSucc] using hE
    · intro h e he
      have hB : BornStable (clamped C) :=
        (ih (clamped C) hS).mpr fun k => by rw [← hcast]; exact h k.castSucc
      have hA := hB.det_pos hS
      obtain ⟨v, s, hv, hCv⟩ := exists_relaxed C hA.ne'
      -- the last minor fixes the sign of the relaxed modulus `s`
      have hs : 0 < s := by
        have hd := h (Fin.last n)
        rw [hlast, det_eq_relaxed_mul C hv hCv] at hd
        exact pos_of_mul_pos_left hd hA.le
      have hE := energy_split C hC hv hCv (w := e - e (Fin.last n) • v) (by simp [hv])
        (e (Fin.last n))
      rw [sub_add_cancel] at hE
      rw [hE]
      by_cases ht : e (Fin.last n) = 0
      · have hne : (fun i : Fin n => (e - e (Fin.last n) • v) i.castSucc) ≠ 0 := by
          intro h0
          apply he
          funext i
          induction i using Fin.lastCases with
          | last => exact ht
          | cast j =>
            have hj := congrFun h0 j
            simpa [ht] using hj
        have hp := hB _ hne
        have hq := mul_nonneg hs.le (sq_nonneg (e (Fin.last n)))
        linarith
      · have hp := hB.energy_nonneg (fun i => (e - e (Fin.last n) • v) i.castSucc)
        have hq : 0 < s * e (Fin.last n) ^ 2 := by positivity
        linarith

/-- Stability limit: if a symmetric stiffness has zero determinant while its clamped part is Born
stable, no strain has negative energy and some strain with unit last component has no stress. -/
theorem soft_strain_at_limit {n : ℕ} (C : Matrix (Fin (n + 1)) (Fin (n + 1)) ℝ)
    (hC : C.IsSymm) (hB : BornStable (clamped C)) (h0 : C.det = 0) :
    (∀ e, 0 ≤ strainEnergy C e) ∧ ∃ v, v (Fin.last n) = 1 ∧ C *ᵥ v = 0 := by
  have hA := hB.det_pos (hC.submatrix _)
  obtain ⟨v, s, hv, hCv⟩ := exists_relaxed C hA.ne'
  have hs : s = 0 := by
    rw [det_eq_relaxed_mul C hv hCv] at h0
    exact (mul_eq_zero.mp h0).resolve_right hA.ne'
  refine ⟨fun e => ?_, v, hv, by rw [hCv, hs, Pi.single_zero]⟩
  have hE := energy_split C hC hv hCv (w := e - e (Fin.last n) • v) (by simp [hv])
    (e (Fin.last n))
  rw [sub_add_cancel, hs, zero_mul, zero_div, add_zero] at hE
  rw [hE]
  exact hB.energy_nonneg _

/-- Nonnegative leading minors do not exclude negative energy: the stiffness `diag(0, -1)` has
nonnegative leading minors, and the strain `(0, 1)` has negative energy. -/
theorem nonneg_minors_insufficient :
    (∀ k, 0 ≤ leadingMinor !![0, 0; 0, -1] k) ∧
      strainEnergy !![0, 0; 0, -1] ![0, 1] < 0 := by
  refine ⟨Fin.forall_fin_two.mpr ⟨?_, ?_⟩, ?_⟩
  · have h : leadingMinor !![0, 0; 0, -1] 0 = 0 := Matrix.det_fin_one _
    exact h.ge
  · have h : leadingMinor !![0, 0; 0, -1] 1 = (!![0, 0; 0, -1] : Matrix _ _ ℝ).det := rfl
    rw [h, Matrix.det_fin_two_of]
    norm_num
  · norm_num [strainEnergy, Matrix.mulVec, dotProduct, Fin.sum_univ_two]

end

end BornSylvester
```

```lean
#print axioms BornSylvester.bornStable_iff_leadingMinors_pos
#print axioms BornSylvester.soft_strain_at_limit
#print axioms BornSylvester.nonneg_minors_insufficient
```

```
'BornSylvester.bornStable_iff_leadingMinors_pos' depends on axioms: [propext, Classical.choice, Quot.sound]
'BornSylvester.soft_strain_at_limit' depends on axioms: [propext, Classical.choice, Quot.sound]
'BornSylvester.nonneg_minors_insufficient' depends on axioms: [propext, Classical.choice, Quot.sound]
```

## Strains, energies and minors in Lean

A strain has type `Fin n → ℝ`, so its components are numbered from $0$ to $n-1$. The stress is `C *ᵥ e`, the energy density is `strainEnergy C e`, and `BornStable C` says that this energy is positive for each nonzero strain. Because of the numbering, `leadingMinor C k` is the determinant of the upper left block of size $k+1$, and `leadingMinor C 0` is the single entry $C_{00}$.

The main theorem, `bornStable_iff_leadingMinors_pos`, takes a matrix of any size $n$ with the hypothesis `C.IsSymm` and states that `BornStable C` holds if and only if `0 < leadingMinor C k` for every `k`. For $n=0$ both sides hold trivially.

## The triclinic crystal

A triclinic crystal has $n=6$ strain components in Voigt notation, and its symmetry imposes no relation among the 21 independent entries of $C$. With the usual Voigt stiffness constants, the shear components of $e$ are engineering strains, twice the tensor components; the energy is then $\tfrac12\,e\cdot Ce$ without further factors.

The symmetry of $C$ is assumed in the theorem. Physically, it holds because the entries of $C$ are second derivatives of an energy density with respect to strain. The model is harmonic, and the reference state is free of stress. It covers homogeneous strains only, so it says nothing about phonon instabilities at finite wavelength. Within these limits, six determinants decide whether a set of elastic constants from an electronic structure calculation describes a crystal that is stable against every small homogeneous strain. The constants must include the relaxation of the atoms within the strained cell: constants computed with the atoms merely carried along by the strain can pass the test although the crystal is unstable.

## Relaxing all strains but the last

The proof adds one strain component at a time. Let $C$ now have size $n+1$, with indices $0,\dots,n$, and let $A$ be its upper left $n\times n$ block. This is `clamped C`, the stiffness felt by strains whose last component is held at zero, as `clamped_energy` confirms.

Suppose $\det A\neq0$, and let $b$ be the last column of $C$ without its last entry. Solve $Ay=-b$ and set $v=(y,1)$. The first $n$ stress components of $v$ are $Ay+b=0$, so
$$Cv=(0,\dots,0,s)$$
for some number $s$. This is `exists_relaxed`, where `Fin.snoc` appends the final $1$ to $y$. If $A$ is stable, $s$ is the modulus for the last strain component when the other components are free to relax.

The adjugate identity $\operatorname{adj}(C)\,C=(\det C)\,I$, applied to $v$, gives $\operatorname{adj}(C)\,Cv=(\det C)\,v$. Its last component reads $\operatorname{adj}(C)_{nn}\,s=\det C$, and $\operatorname{adj}(C)_{nn}=\det A$. Hence
$$\det C=s\,\det A,$$
which is `det_eq_relaxed_mul`.

Now let $w$ be a strain with $w_n=0$ and let $t$ be a real number. Expanding the energy gives
$$E_C(w+tv)=\tfrac12\,w\cdot Cw+\tfrac t2\,(w\cdot Cv+v\cdot Cw)+\tfrac{t^2}2\,v\cdot Cv.$$
Here $w\cdot Cv=w_n s=0$, and $v\cdot Cw=w\cdot Cv=0$ by the symmetry of $C$. Also $v\cdot Cv=v_n s=s$. With $w'$ for the first $n$ components of $w$,
$$E_C(w+tv)=E_A(w')+\tfrac12\,s\,t^2.$$
This is `energy_split`; its steps `h1`, `h2` and `h3` are the three products just computed.

## Induction on the number of strain components

First, stability implies $\det C>0$ (`BornStable.det_pos`). The empty matrix has determinant $1$. For size $n+1$, appending a zero to a nonzero strain of $A$ gives a nonzero strain of $C$ with the same energy, so $A$ is stable and $\det A>0$ by induction. The relaxed strain $v$ is nonzero and has energy $s/2$, so $s>0$ and $\det C=s\det A>0$.

The criterion follows by a second induction. The last leading minor of $C$ is $\det C$, and the others are the leading minors of $A$; in the code these are `hlast` and `hcast`, which hold by definition.

If $C$ is stable, then $\det C>0$. The block $A$ is stable too, so its minors are positive by induction.

Conversely, let all minors of $C$ be positive. By induction $A$ is stable, hence $\det A>0$, and $\det C=s\det A>0$ forces $s>0$. Take any $e\neq0$ and write $e=w+tv$ with $t=e_n$ and $w=e-e_nv$, so that $w_n=0$. Then $E_C(e)=E_A(w')+\tfrac12 st^2$, and the two cases of `by_cases ht` finish the argument:

- If $t\neq0$, the second term is positive and the first is nonnegative, by `BornStable.energy_nonneg`.
- If $t=0$, then $w=e$ has a nonzero component among the first $n$, so the first term is positive.

## Zero minors: a soft strain or a hidden instability

Suppose that $A$ is still stable but $\det C=0$. Since $\det A>0$, the relation $\det C=s\det A$ gives $s=0$. Every strain then has energy $E_A(w')\ge0$, while $v$ satisfies $Cv=0$ and has last component $1$. To first order in the strain, the crystal can thus be deformed along $v$ without stress. This is `soft_strain_at_limit`.

Without the stability of $A$, vanishing minors are less informative. The matrix $\operatorname{diag}(0,-1)$ has leading minors $0$ and $0\cdot(-1)=0$, yet the strain $(0,1)$ has energy $-\tfrac12$. Replacing "positive" by "nonnegative" in the criterion therefore does not give a test for nonnegative energy, as `nonneg_minors_insufficient` records.
